# Correlated and independent finite-difference estimators as the step tends to zero

Let a finite set of configurations i carry probabilities w(i), and let each local energy f(i,h) be differentiable in a real parameter h at h = 0, with derivative g(i). Write fₕ for the observable i ↦ f(i,h), so that f₀ is the reference local energy, and let h → 0 through nonzero values. If fₕ and f₀ are evaluated at the same configuration, the variance of the difference quotient has a finite limit,

Var[(fₕ − f₀)/h] → Var[g].

If they are evaluated at two independently drawn configurations, the variance of the quotient is

(Var[fₕ] + Var[f₀])/h²,

and this tends to +∞ if and only if Var[f₀] > 0. In Monte Carlo estimates of energy derivatives with respect to a nuclear displacement or a field strength, this is the contrast between reusing configurations and subtracting two separate runs, here for a finite configuration space, one real parameter and a sampling distribution that does not change with h.

```lean
import Mathlib

open Filter Topology Finset

namespace CorrelatedSampling
```

## The model

The configurations form a finite type `ι`. A distribution `P : FinProb ι` consists of weights w(i), written `P.w i`, with

w(i) ≥ 0 for every i,  Σᵢ w(i) = 1.

Weights may vanish. The normalisation forces at least one configuration to exist. With exactly one configuration every variance below is zero, and the equivalence in the final theorem holds with both sides false.

```lean
/-- A probability distribution on a finite set of configurations. -/
structure FinProb (ι : Type*) [Fintype ι] where
  w : ι → ℝ
  nonneg : ∀ i, 0 ≤ w i
  sum_one : ∑ i, w i = 1

noncomputable section
```

An observable is a real function x on configurations. Its mean is

E[x] = Σᵢ w(i) x(i).

```lean
variable {ι : Type*} [Fintype ι]

/-- Expectation value of an observable `x`. -/
def FinProb.mean (P : FinProb ι) (x : ι → ℝ) : ℝ := ∑ i, P.w i * x i
```

Its variance is that of the distribution, not a sample estimate of it:

Var[x] = Σᵢ w(i) (x(i) − E[x])².

```lean
/-- Variance of an observable `x`. -/
def FinProb.var (P : FinProb ι) (x : ι → ℝ) : ℝ := ∑ i, P.w i * (x i - P.mean x) ^ 2
```

Two independent draws are described by pairs z = (i,j), with i = `z.1` and j = `z.2`, and product weights w(i)w(j). These are nonnegative, and they are normalised because

Σᵢ Σⱼ w(i)w(j) = Σᵢ w(i) · 1 = 1.

The pair space `P.pair` is again a `FinProb`, so the same definitions of mean and variance apply to it. Below they are written E₂ and Var₂.

```lean
/-- Distribution of two configurations drawn independently from `P`. -/
def FinProb.pair (P : FinProb ι) : FinProb (ι × ι) where
  w z := P.w z.1 * P.w z.2
  nonneg z := mul_nonneg (P.nonneg _) (P.nonneg _)
  sum_one := by simp only [Fintype.sum_prod_type, ← Finset.mul_sum, P.sum_one, mul_one]
```

The local energy is `f : ι → ℝ → ℝ`, with `f i h` standing for f(i,h). The correlated estimator of the derivative uses one configuration for both terms:

Cₕ(i) = (f(i,h) − f(i,0))/h.

```lean
/-- Correlated finite-difference estimator: both local energies are evaluated
at the same configuration. -/
def corrEst {ι : Type*} (f : ι → ℝ → ℝ) (h : ℝ) (i : ι) : ℝ := (f i h - f i 0) / h
```

The independent-run estimator takes the displaced energy from the first member of a pair and the reference energy from the second:

Iₕ(i,j) = (f(i,h) − f(j,0))/h.

Lean's division gives both estimators the value 0 at h = 0, but every statement about them either assumes `h ≠ 0` or takes its limit along `𝓝[≠] 0`, the filter of neighbourhoods of 0 with the point 0 removed, so that value is never used.

```lean
/-- Independent-run finite-difference estimator: the displaced and the reference local
energy are evaluated at the two configurations of a pair. -/
def indepEst {ι : Type*} (f : ι → ℝ → ℝ) (h : ℝ) (z : ι × ι) : ℝ := (f z.1 h - f z.2 0) / h
```

Three restrictions are built into these definitions. Each estimator uses a single draw per run, and the number of samples does not appear. The weights are the same for all h, so both runs sample one distribution; in variational Monte Carlo the sampled density generally depends on the displaced parameter, and reusing configurations of the reference density then calls for reweighting factors, which are absent here. The space is finite, so every variance is finite, and divergences of a local energy or of its derivative on a continuous configuration space cannot occur.

## Means and variances at fixed h

For a constant c, linearity of the sum gives E[cx] = cE[x]. The fluctuation then scales the same way, c x(i) − cE[x] = c (x(i) − E[x]), and squaring gives

Var[cx] = c² Var[x].

In `mean_var_smul`, `Finset.mul_sum` moves the constant inside the sum, `Finset.sum_congr` compares the sums term by term, and `ring` checks each term. The mean identity `hm` is proved first because the variance contains the mean.

```lean
/-- Scaling an observable by `c` scales its mean by `c` and its variance by `c²`. -/
theorem mean_var_smul (P : FinProb ι) (c : ℝ) (x : ι → ℝ) :
    P.mean (fun i => c * x i) = c * P.mean x ∧
      P.var (fun i => c * x i) = c ^ 2 * P.var x := by
  have hm : P.mean (fun i => c * x i) = c * P.mean x := by
    simp only [FinProb.mean, Finset.mul_sum]
    exact Finset.sum_congr rfl fun i _ => by ring
  refine ⟨hm, ?_⟩
  simp only [FinProb.var, hm, Finset.mul_sum]
  exact Finset.sum_congr rfl fun i _ => by ring
```

Take two observables a and b and form a(i) − b(j) on the pair space. For the mean, each of the two terms factorises and the spectator sum equals 1:

E₂[a(i) − b(j)] = Σᵢ w(i)a(i) Σⱼ w(j) − Σᵢ w(i) Σⱼ w(j)b(j) = E[a] − E[b].

Set α(i) = a(i) − E[a] and β(j) = b(j) − E[b]. The fluctuation of the difference is α(i) − β(j), so

Var₂[a(i) − b(j)] = Σᵢ Σⱼ w(i)w(j) (α(i)² − 2α(i)β(j) + β(j)²).

The first term sums to Var[a] and the last to Var[b]. The cross term contains the factor

Σⱼ w(j)β(j) = E[b] − E[b] = 0

and vanishes, which leaves Var₂[a(i) − b(j)] = Var[a] + Var[b]. In `mean_var_pair_sub` the two identities called `e` rearrange the summand at one pair into products of a factor in i and a factor in j. `Fintype.sum_prod_type` turns the sum over pairs into a double sum, `P.sum_one` removes the spectator sums, and `hb` is the vanishing mean of β.

```lean
/-- For a difference of observables of two independent configurations the means
subtract and the variances add. -/
theorem mean_var_pair_sub (P : FinProb ι) (a b : ι → ℝ) :
    P.pair.mean (fun z => a z.1 - b z.2) = P.mean a - P.mean b ∧
      P.pair.var (fun z => a z.1 - b z.2) = P.var a + P.var b := by
  have hm : P.pair.mean (fun z => a z.1 - b z.2) = P.mean a - P.mean b := by
    have e : ∀ z : ι × ι, P.pair.w z * (a z.1 - b z.2)
        = P.w z.1 * a z.1 * P.w z.2 - P.w z.1 * (P.w z.2 * b z.2) := by
      intro z
      show P.w z.1 * P.w z.2 * _ = _
      ring
    simp only [FinProb.mean, e]
    simp only [Finset.sum_sub_distrib, Fintype.sum_prod_type, ← Finset.mul_sum,
      ← Finset.sum_mul, P.sum_one, mul_one, one_mul]
  refine ⟨hm, ?_⟩
  -- the fluctuation of `b` has zero mean, which kills the cross term
  have hb : ∑ j, P.w j * (b j - P.mean b) = 0 := by
    simp only [mul_sub, Finset.sum_sub_distrib, ← Finset.sum_mul, P.sum_one, one_mul]
    exact sub_self _
  have e : ∀ z : ι × ι, P.pair.w z * (a z.1 - b z.2 - (P.mean a - P.mean b)) ^ 2
      = P.w z.1 * (a z.1 - P.mean a) ^ 2 * P.w z.2
        - 2 * P.w z.1 * (a z.1 - P.mean a) * (P.w z.2 * (b z.2 - P.mean b))
        + P.w z.1 * (P.w z.2 * (b z.2 - P.mean b) ^ 2) := by
    intro z
    show P.w z.1 * P.w z.2 * _ = _
    ring
  simp only [FinProb.var, hm, e]
  simp only [Finset.sum_add_distrib, Finset.sum_sub_distrib, Fintype.sum_prod_type,
    ← Finset.mul_sum, ← Finset.sum_mul, P.sum_one, hb, mul_one, one_mul, mul_zero,
    Finset.sum_const_zero, sub_zero]
```

The limits below need one analytic input. An observable is a finite list of real numbers x(i), and E[x] and Var[x] are polynomials in them, of degree at most one and two. Both are therefore continuous: if x(i) converges for every i, the mean and variance converge to those of the limit. Lean gives `ι → ℝ` the product topology, which is convergence configuration by configuration, and `fun_prop` assembles the continuity from sums, products and powers once the definitions are unfolded.

```lean
/-- Mean and variance depend continuously on the values of the observable. -/
theorem continuous_mean_var (P : FinProb ι) : Continuous P.mean ∧ Continuous P.var := by
  constructor
  · show Continuous fun x : ι → ℝ => ∑ i, P.w i * x i
    fun_prop
  · show Continuous fun x : ι → ℝ => ∑ i, P.w i * (x i - ∑ j, P.w j * x j) ^ 2
    fun_prop
```

For h ≠ 0, multiplying by h clears the denominators:

h Cₕ(i) = f(i,h) − f(i,0),  h Iₕ(i,j) = f(i,h) − f(j,0).

These are `e1` and `e2`. Taking means, with the scaling rule on the left, and on the right linearity for Cₕ and the pair formula with a = fₕ and b = f₀ for Iₕ, gives

h E[Cₕ] = E[fₕ] − E[f₀] = h E₂[Iₕ].

At every nonzero step the two estimators thus have the same mean, the difference quotient of the mean local energy over the fixed weights. No regularity of f is assumed in `estimators_same_mean`.

```lean
/-- For `h ≠ 0`, `h` times the mean of either estimator is `E f(h) - E f(0)`. -/
theorem estimators_same_mean (P : FinProb ι) (f : ι → ℝ → ℝ) {h : ℝ} (hh : h ≠ 0) :
    h * P.mean (corrEst f h) = P.mean (fun i => f i h) - P.mean (fun i => f i 0) ∧
      h * P.pair.mean (indepEst f h)
        = P.mean (fun i => f i h) - P.mean (fun i => f i 0) := by
  have e1 : (fun i => h * corrEst f h i) = fun i => f i h - f i 0 := by
    funext i
    simp only [corrEst]
    field_simp
  have e2 : (fun z => h * indepEst f h z) = fun z : ι × ι => f z.1 h - f z.2 0 := by
    funext z
    simp only [indepEst]
    field_simp
  constructor
  · rw [← (mean_var_smul P h _).1, e1]
    simp only [FinProb.mean, mul_sub, Finset.sum_sub_distrib]
  · rw [← (mean_var_smul P.pair h _).1, e2]
    exact (mean_var_pair_sub P (fun i => f i h) (fun i => f i 0)).1
```

The same substitution in the variance half of the pair formula, with the scaling factor h², gives

h² Var₂[Iₕ] = Var₂[f(i,h) − f(j,0)] = Var[fₕ] + Var[f₀].

The formula (Var[fₕ] + Var[f₀])/h² for the independent-run variance is in this way a consequence of the product weights and is not assumed.

```lean
/-- For `h ≠ 0`, `h²` times the variance of the independent-run estimator is
`Var f(h) + Var f(0)`. -/
theorem indep_var (P : FinProb ι) (f : ι → ℝ → ℝ) {h : ℝ} (hh : h ≠ 0) :
    h ^ 2 * P.pair.var (indepEst f h) = P.var (fun i => f i h) + P.var (fun i => f i 0) := by
  have e2 : (fun z => h * indepEst f h z) = fun z : ι × ι => f z.1 h - f z.2 0 := by
    funext z
    simp only [indepEst]
    field_simp
  rw [← (mean_var_smul P.pair h _).2, e2]
  exact (mean_var_pair_sub P (fun i => f i h) (fun i => f i 0)).2
```

## Limits as h → 0

The hypothesis `∀ i, HasDerivAt (f i) (g i) 0` says that for each i the function h ↦ f(i,h) has the two-sided derivative g(i) at 0. It is assumed for all configurations, including those of zero weight, and it is not derived from a Hamiltonian or wave function. By the definition of the derivative,

Cₕ(i) → g(i) for every i,

and continuity of mean and variance gives

E[Cₕ] → E[g],  Var[Cₕ] → Var[g].

In `corr_tendsto`, `hasDerivAt_iff_tendsto_slope_zero` converts the derivative into convergence of the difference quotient, `tendsto_pi_nhds` collects the limits for the single configurations into the limit `hs` of the whole observable, and `hs` is composed with the two continuous maps. The theorem gives the limits and no rate at which they are approached.

```lean
/-- If each local energy has derivative `g i` at zero, the mean and variance of the
correlated estimator tend to those of `g` as `h → 0`, `h ≠ 0`. -/
theorem corr_tendsto (P : FinProb ι) {f : ι → ℝ → ℝ} {g : ι → ℝ}
    (hf : ∀ i, HasDerivAt (f i) (g i) 0) :
    Tendsto (fun h => P.mean (corrEst f h)) (𝓝[≠] 0) (𝓝 (P.mean g)) ∧
      Tendsto (fun h => P.var (corrEst f h)) (𝓝[≠] 0) (𝓝 (P.var g)) := by
  -- difference quotients converge configuration by configuration
  have hs : Tendsto (fun h => corrEst f h) (𝓝[≠] 0) (𝓝 g) :=
    tendsto_pi_nhds.2 fun i =>
      (hasDerivAt_iff_tendsto_slope_zero.1 (hf i)).congr fun t => by
        simp [corrEst, div_eq_inv_mul]
  exact ⟨((continuous_mean_var P).1.tendsto g).comp hs,
    ((continuous_mean_var P).2.tendsto g).comp hs⟩
```

For the independent runs a weaker hypothesis suffices. If each f(i,h) is continuous at h = 0, then fₕ → f₀ configuration by configuration, so Var[fₕ] → Var[f₀], and the formula for h² Var₂[Iₕ] gives

h² Var₂[Iₕ] = Var[fₕ] + Var[f₀] → 2 Var[f₀].

In `indep_scaling`, `hv` is the limit of the sum Var[fₕ] + Var[f₀]. The step `congr'` transfers it to h² Var₂[Iₕ], since `indep_var` makes the two expressions equal for all h ≠ 0, which `filter_upwards [self_mem_nhdsWithin]` supplies.

```lean
/-- If each local energy is continuous at zero, `h²` times the independent-run variance
tends to `2 Var f(0)` as `h → 0`, `h ≠ 0`. -/
theorem indep_scaling (P : FinProb ι) {f : ι → ℝ → ℝ} (hf : ∀ i, ContinuousAt (f i) 0) :
    Tendsto (fun h => h ^ 2 * P.pair.var (indepEst f h)) (𝓝[≠] 0)
      (𝓝 (2 * P.var (fun i => f i 0))) := by
  have hs : Tendsto (fun h => fun i => f i h) (𝓝[≠] 0) (𝓝 fun i => f i 0) :=
    tendsto_pi_nhds.2 fun i => (hf i).tendsto.mono_left nhdsWithin_le_nhds
  have hv := (((continuous_mean_var P).2.tendsto _).comp hs).add_const (P.var fun i => f i 0)
  rw [two_mul]
  refine hv.congr' ?_
  filter_upwards [self_mem_nhdsWithin] with h hh
  exact (indep_var P f hh).symm
```

When Var[f₀] = 0 this limit is 0 and does not decide the behaviour of Var₂[Iₕ] itself, so the case needs its own argument. It models a reference state whose local energy is constant, as for an exact eigenstate, again on a finite space with fixed weights. Put

u(i) = f(i,h) − E[fₕ],  v(i) = f(i,0) − E[f₀].

The condition reads Σᵢ w(i)v(i)² = 0. A sum of nonnegative terms vanishes only if each term does, so for each i either w(i) = 0 or v(i) = 0, and in both cases w(i)v(i) = 0. This is `hz`. For h ≠ 0,

h² Var[Cₕ] = Var[fₕ − f₀] = Σᵢ w(i) (u(i) − v(i))²,

h² Var₂[Iₕ] = Var[fₕ] + 0 = Σᵢ w(i) u(i)².

The summands differ by

w(i)(u(i) − v(i))² − w(i)u(i)² = (v(i) − 2u(i)) · w(i)v(i) = 0.

Cancelling h² gives Var₂[Iₕ] = Var[Cₕ] for all h ≠ 0, and hence Var₂[Iₕ] → Var[g]. In `indep_zero_variance` the cancellation is `mul_left_cancel₀`, `hm` supplies E[fₕ − f₀] = E[fₕ] − E[f₀], and the coefficient of `hz i` in the closing `linear_combination` is v(i) − 2u(i).

```lean
/-- If each local energy has derivative `g i` at zero and the reference local energy has
zero variance, the independent-run variance tends
to `Var g` as `h → 0`, `h ≠ 0`. -/
theorem indep_zero_variance (P : FinProb ι) {f : ι → ℝ → ℝ} {g : ι → ℝ}
    (hf : ∀ i, HasDerivAt (f i) (g i) 0) (h0 : P.var (fun i => f i 0) = 0) :
    Tendsto (fun h => P.pair.var (indepEst f h)) (𝓝[≠] 0) (𝓝 (P.var g)) := by
  -- `f(0)` equals its mean wherever the weight is nonzero
  have hz : ∀ i, P.w i * (f i 0 - P.mean fun i => f i 0) = 0 := by
    intro i
    have h1 : P.w i * (f i 0 - P.mean fun i => f i 0) ^ 2 = 0 :=
      (Finset.sum_eq_zero_iff_of_nonneg
        fun j _ => mul_nonneg (P.nonneg j) (sq_nonneg _)).1 h0 i (Finset.mem_univ i)
    rcases mul_eq_zero.1 h1 with h | h
    · rw [h, zero_mul]
    · rw [(pow_eq_zero_iff two_ne_zero).1 h, mul_zero]
  refine (corr_tendsto P hf).2.congr' ?_
  filter_upwards [self_mem_nhdsWithin] with h hh
  have hh' : h ≠ 0 := hh
  have e1 : (fun i => h * corrEst f h i) = fun i => f i h - f i 0 := by
    funext i
    simp only [corrEst]
    field_simp
  have hm : P.mean (fun i => f i h - f i 0)
      = P.mean (fun i => f i h) - P.mean (fun i => f i 0) := by
    simp only [FinProb.mean, mul_sub, Finset.sum_sub_distrib]
  apply mul_left_cancel₀ (pow_ne_zero 2 hh')
  rw [indep_var P f hh', h0, add_zero, ← (mean_var_smul P h _).2, e1]
  simp only [FinProb.var, hm]
  refine Finset.sum_congr rfl fun i _ => ?_
  linear_combination
    ((f i 0 - P.mean fun i => f i 0) - 2 * (f i h - P.mean fun i => f i h)) * hz i
```

## The comparison

The theorem `correlated_vs_independent` takes any distribution P, any f and g, and the differentiability hypothesis, and concludes two things along `𝓝[≠] 0`. The first is Var[Cₕ] → Var[g], taken from `corr_tendsto`. The second is the equivalence of Var₂[Iₕ] → +∞ with Var[f₀] > 0, where convergence to `atTop` means that the variance exceeds any given bound for all sufficiently small nonzero h of either sign.

Suppose first that Var₂[Iₕ] → +∞. The variance of f₀ is a sum of nonnegative terms (`hn`), so it is positive or zero. If it were zero, Var₂[Iₕ] would have the finite limit Var[g], and `not_tendsto_atTop_of_tendsto_nhds` excludes a function that has a finite limit and also tends to +∞ along the same punctured neighbourhoods.

Suppose conversely that Var[f₀] > 0. Differentiability implies continuity at 0, so `indep_scaling` applies. For h ≠ 0,

Var₂[Iₕ] = (h² Var₂[Iₕ]) · (1/h²).

The first factor tends to 2 Var[f₀] > 0. Since h² → 0 (`h1`) through strictly positive values (`h2`, with target `𝓝[>] 0`), the second factor tends to +∞ by `tendsto_inv_nhdsGT_zero`. A factor with a positive limit times a factor tending to +∞ tends to +∞, which is `Filter.Tendsto.pos_mul_atTop` and gives `h3`. The last lines identify the product with Var₂[Iₕ] for h ≠ 0. The theorem compares limits only and does not order the two variances at a given finite step h.

```lean
/-- Correlated versus independent sampling as `h → 0`, `h ≠ 0`, when each local energy has
derivative `g i` at zero: the correlated variance
tends to `Var g`, while the independent-run variance tends to infinity exactly when
`Var f(0) > 0`. -/
theorem correlated_vs_independent (P : FinProb ι) {f : ι → ℝ → ℝ} {g : ι → ℝ}
    (hf : ∀ i, HasDerivAt (f i) (g i) 0) :
    Tendsto (fun h => P.var (corrEst f h)) (𝓝[≠] 0) (𝓝 (P.var g)) ∧
      (Tendsto (fun h => P.pair.var (indepEst f h)) (𝓝[≠] 0) atTop ↔
        0 < P.var (fun i => f i 0)) := by
  refine ⟨(corr_tendsto P hf).2, fun hT => ?_, fun hpos => ?_⟩
  · have hn : 0 ≤ P.var (fun i => f i 0) :=
      Finset.sum_nonneg fun j _ => mul_nonneg (P.nonneg j) (sq_nonneg _)
    rcases hn.lt_or_eq with h | h
    · exact h
    · exact absurd hT (not_tendsto_atTop_of_tendsto_nhds (indep_zero_variance P hf h.symm))
  · -- a positive limit times `1/h² → ∞`
    have h1 : Tendsto (fun h : ℝ => h ^ 2) (𝓝 0) (𝓝 0) := by
      simpa using (continuous_pow 2).tendsto (0 : ℝ)
    have h2 : Tendsto (fun h : ℝ => h ^ 2) (𝓝[≠] 0) (𝓝[>] 0) := by
      refine tendsto_nhdsWithin_iff.2 ⟨h1.mono_left nhdsWithin_le_nhds, ?_⟩
      filter_upwards [self_mem_nhdsWithin] with h hh
      have hh' : h ≠ 0 := hh
      show 0 < h ^ 2
      positivity
    have h3 := Filter.Tendsto.pos_mul_atTop (mul_pos two_pos hpos)
      (indep_scaling P fun i => (hf i).continuousAt) (tendsto_inv_nhdsGT_zero.comp h2)
    refine h3.congr' ?_
    filter_upwards [self_mem_nhdsWithin] with h hh
    have hh' : h ≠ 0 := hh
    show h ^ 2 * P.pair.var (indepEst f h) * (h ^ 2)⁻¹ = P.pair.var (indepEst f h)
    field_simp

end

end CorrelatedSampling
```

```lean
#print axioms CorrelatedSampling.estimators_same_mean
#print axioms CorrelatedSampling.correlated_vs_independent
```

```
'CorrelatedSampling.estimators_same_mean' depends on axioms: [propext, Classical.choice, Quot.sound]
'CorrelatedSampling.correlated_vs_independent' depends on axioms: [propext, Classical.choice, Quot.sound]
```
